# For positive semidefinite $q$, eigenvalue ratios of the overlap $S = 1 + P q P^\dagger$ are at most $1 + \mathrm{tr}(q P^\dagger P)$

Solving $S y = r$ by conjugate gradients in an ultrasoft or projector augmented-wave (PAW) calculation has a convergence estimate set by the condition number of the overlap operator $S = 1 + P q P^\dagger$. In a finite orthonormal basis, with projector functions as the columns of $P$ and a positive semidefinite matrix $q$ of augmentation charges, this number is at most $1 + \mathrm{tr}(q P^\dagger P)$.

In Lean 4 with Mathlib:

```lean
import Mathlib

open Matrix
open scoped ComplexOrder

namespace PAWOverlap

noncomputable section

variable {n m : Type*} [Fintype n] [Fintype m]

/-- The overlap operator `S = 1 + P q Pᴴ`, with projector functions as the columns of `P`
and augmentation charges `q`. -/
def overlap [DecidableEq n] (P : Matrix n m ℂ) (q : Matrix m m ℂ) : Matrix n n ℂ :=
  1 + P * q * Pᴴ

/-- The real part of the augmentation trace `tr (q Pᴴ P)`. -/
def augTrace (P : Matrix n m ℂ) (q : Matrix m m ℂ) : ℝ := (q * Pᴴ * P).trace.re

/-- The squared norm of a coefficient vector. -/
def normSq (x : n → ℂ) : ℝ := ∑ i, ‖x i‖ ^ 2

/-- The inner product of a state with itself is its squared norm. -/
theorem dot_self (x : n → ℂ) : star x ⬝ᵥ x = (normSq x : ℂ) := by
  simp only [dotProduct, normSq, Pi.star_apply]
  push_cast
  exact Finset.sum_congr rfl fun i _ => Complex.conj_mul' (x i)

/-- The expectation value of a positive semidefinite operator is at most its trace times the
squared norm of the state. -/
theorem expectation_le_trace {A : Matrix n n ℂ} (hA : A.PosSemidef) (x : n → ℂ) :
    star x ⬝ᵥ A *ᵥ x ≤ A.trace * (star x ⬝ᵥ x) := by
  classical
  have single : ∀ (i j : n) (a b : ℂ),
      star (Pi.single i a : n → ℂ) ⬝ᵥ A *ᵥ (Pi.single j b) = star a * (A i j * b) := by
    intro i j a b
    have h : star (Pi.single i a : n → ℂ) = Pi.single i (star a) := by
      ext k
      by_cases hk : k = i
      · subst hk
        simp
      · simp [hk]
    rw [h, single_dotProduct]
    change star a * ((fun k => A i k) ⬝ᵥ Pi.single j b) = _
    rw [dotProduct_single]
  -- positivity on the two-site vectors `x̄ⱼ eᵢ - x̄ᵢ eⱼ`
  have hu : ∀ i j : n, 0 ≤ x j * A i i * star (x j) - x j * A i j * star (x i)
      - x i * A j i * star (x j) + x i * A j j * star (x i) := by
    intro i j
    have h := hA.dotProduct_mulVec_nonneg
      ((Pi.single i (star (x j)) : n → ℂ) - Pi.single j (star (x i)))
    simp only [star_sub, Matrix.mulVec_sub, sub_dotProduct, dotProduct_sub, single,
      star_star] at h
    convert h using 1
    ring
  have hpos := Finset.sum_nonneg fun i (_ : i ∈ Finset.univ) =>
    Finset.sum_nonneg fun j (_ : j ∈ Finset.univ) => hu i j
  -- the four double sums
  have T1 : ∑ i, ∑ j, x j * A i i * star (x j) = A.trace * (star x ⬝ᵥ x) := by
    simp only [Matrix.trace, Matrix.diag_apply, dotProduct, Pi.star_apply,
      Finset.sum_mul_sum]
    exact Finset.sum_congr rfl fun i _ => Finset.sum_congr rfl fun j _ => by ring
  have T2 : ∑ i, ∑ j, x j * A i j * star (x i) = star x ⬝ᵥ A *ᵥ x := by
    simp only [Matrix.mulVec, dotProduct, Pi.star_apply, Finset.mul_sum]
    exact Finset.sum_congr rfl fun i _ => Finset.sum_congr rfl fun j _ => by ring
  have T3 : ∑ i, ∑ j, x i * A j i * star (x j) = star x ⬝ᵥ A *ᵥ x := by
    rw [Finset.sum_comm]
    exact T2
  have T4 : ∑ i, ∑ j, x i * A j j * star (x i) = A.trace * (star x ⬝ᵥ x) := by
    rw [Finset.sum_comm]
    exact T1
  simp only [Finset.sum_add_distrib, Finset.sum_sub_distrib] at hpos
  rw [T1, T2, T3, T4] at hpos
  have h := mul_nonneg
    (Complex.zero_le_real.mpr (by norm_num : (0 : ℝ) ≤ 1 / 2)) hpos
  refine sub_nonneg.mp (h.trans_eq ?_)
  push_cast
  ring

/-- The trace of `P q Pᴴ` over the basis equals the trace of `q Pᴴ P` over the projectors. -/
theorem trace_cycle (P : Matrix n m ℂ) (q : Matrix m m ℂ) :
    (P * q * Pᴴ).trace = (q * Pᴴ * P).trace := by
  rw [Matrix.mul_assoc, Matrix.trace_mul_comm]

/-- For positive semidefinite `q` the augmentation trace is real and nonnegative. -/
theorem augTrace_real_nonneg (P : Matrix n m ℂ) {q : Matrix m m ℂ} (hq : q.PosSemidef) :
    (q * Pᴴ * P).trace = (augTrace P q : ℂ) ∧ 0 ≤ augTrace P q := by
  have h := (hq.mul_mul_conjTranspose_same P).trace_nonneg
  rw [trace_cycle] at h
  obtain ⟨hre, him⟩ := Complex.le_def.mp h
  exact ⟨Complex.ext rfl him.symm, hre⟩

/-- For positive semidefinite `q` the expectation value of the overlap operator is real and lies
between `‖x‖²` and `(1 + tr (q Pᴴ P)) ‖x‖²`. -/
theorem overlap_bounds [DecidableEq n] (P : Matrix n m ℂ) {q : Matrix m m ℂ}
    (hq : q.PosSemidef) (x : n → ℂ) :
    (star x ⬝ᵥ overlap P q *ᵥ x).im = 0 ∧
    normSq x ≤ (star x ⬝ᵥ overlap P q *ᵥ x).re ∧
    (star x ⬝ᵥ overlap P q *ᵥ x).re ≤ (1 + augTrace P q) * normSq x := by
  have hA := hq.mul_mul_conjTranspose_same P
  have hS : star x ⬝ᵥ overlap P q *ᵥ x
      = (normSq x : ℂ) + star x ⬝ᵥ (P * q * Pᴴ) *ᵥ x := by
    rw [overlap, Matrix.add_mulVec, Matrix.one_mulVec, dotProduct_add, dot_self]
  obtain ⟨h0, h0'⟩ := Complex.le_def.mp (hA.dotProduct_mulVec_nonneg x)
  have h1 := expectation_le_trace hA x
  rw [trace_cycle, (augTrace_real_nonneg P hq).1, dot_self, ← Complex.ofReal_mul] at h1
  have h2 := (Complex.le_def.mp h1).1
  rw [Complex.ofReal_re] at h2
  rw [Complex.zero_re] at h0
  rw [Complex.zero_im] at h0'
  rw [hS, Complex.add_re, Complex.add_im, Complex.ofReal_re, Complex.ofReal_im]
  exact ⟨by linarith, by linarith, by linarith⟩

/-- For positive semidefinite `q` the overlap operator is positive definite. -/
theorem overlap_posDef [DecidableEq n] (P : Matrix n m ℂ) {q : Matrix m m ℂ}
    (hq : q.PosSemidef) : (overlap P q).PosDef :=
  Matrix.PosDef.one.add_posSemidef (hq.mul_mul_conjTranspose_same P)

/-- For positive semidefinite `q` every real eigenvalue of the overlap operator lies between `1` and
`1 + tr (q Pᴴ P)`. -/
theorem eigenvalue_bounds [DecidableEq n] (P : Matrix n m ℂ) {q : Matrix m m ℂ}
    (hq : q.PosSemidef) {a : ℝ} {v : n → ℂ} (hv : v ≠ 0)
    (h : overlap P q *ᵥ v = (a : ℂ) • v) : 1 ≤ a ∧ a ≤ 1 + augTrace P q := by
  have hp : 0 < normSq v := by
    obtain ⟨i, hi⟩ := Function.ne_iff.mp hv
    have hi' : 0 < ‖v i‖ := norm_pos_iff.mpr hi
    exact Finset.sum_pos' (fun j _ => by positivity) ⟨i, Finset.mem_univ i, by positivity⟩
  obtain ⟨-, h1, h2⟩ := overlap_bounds P hq v
  rw [h, dotProduct_smul, dot_self, smul_eq_mul, ← Complex.ofReal_mul,
    Complex.ofReal_re] at h1 h2
  exact ⟨le_of_mul_le_mul_right (by linarith) hp, le_of_mul_le_mul_right h2 hp⟩

/-- For positive semidefinite `q` the ratio of any two real eigenvalues of the overlap operator is
at most `1 + tr (q Pᴴ P)`. -/
theorem condition_number_le [DecidableEq n] (P : Matrix n m ℂ) {q : Matrix m m ℂ}
    (hq : q.PosSemidef) {a b : ℝ} {v w : n → ℂ} (hv : v ≠ 0) (hw : w ≠ 0)
    (ha : overlap P q *ᵥ v = (a : ℂ) • v) (hb : overlap P q *ᵥ w = (b : ℂ) • w) :
    a / b ≤ 1 + augTrace P q := by
  have h1 := (eigenvalue_bounds P hq hv ha).2
  have h2 := (eigenvalue_bounds P hq hw hb).1
  have ht := (augTrace_real_nonneg P hq).2
  rw [div_le_iff₀ (by linarith)]
  nlinarith [mul_nonneg (by linarith : 0 ≤ 1 + augTrace P q) (sub_nonneg.mpr h2)]

/-- A state whose projections `Pᴴ x` all vanish is left unchanged by the overlap operator. -/
theorem overlap_fixes [DecidableEq n] (P : Matrix n m ℂ) (q : Matrix m m ℂ) {x : n → ℂ}
    (h : Pᴴ *ᵥ x = 0) : overlap P q *ᵥ x = x := by
  rw [overlap, Matrix.add_mulVec, Matrix.one_mulVec, ← Matrix.mulVec_mulVec, h,
    Matrix.mulVec_zero, add_zero]

/-- For a single projector function `p` with charge `c`, the augmentation trace is `c ‖p‖²`
and the overlap operator multiplies `p` by one plus this trace. -/
theorem single_projector_sharp [DecidableEq n] (p : n → ℂ) (c : ℝ) :
    let P : Matrix n Unit ℂ := Matrix.of fun i _ => p i
    let q : Matrix Unit Unit ℂ := Matrix.of fun _ _ => (c : ℂ)
    augTrace P q = c * normSq p ∧
      overlap P q *ᵥ p = ((1 + augTrace P q : ℝ) : ℂ) • p := by
  intro P q
  have e : (q * Pᴴ * P).trace = (c : ℂ) * (star p ⬝ᵥ p) := by
    simp [P, q, Matrix.trace, Matrix.mul_apply, dotProduct, Finset.mul_sum, mul_assoc]
  have ht : augTrace P q = c * normSq p := by
    rw [augTrace, e, dot_self, ← Complex.ofReal_mul, Complex.ofReal_re]
  refine ⟨ht, ?_⟩
  rw [ht, overlap, Matrix.add_mulVec, Matrix.one_mulVec]
  ext i
  have hi : ((P * q * Pᴴ) *ᵥ p) i = (c : ℂ) * (star p ⬝ᵥ p) * p i := by
    simp only [P, q, Matrix.mulVec, dotProduct, Matrix.mul_apply, Matrix.of_apply,
      Matrix.conjTranspose_apply, Finset.univ_unique, Finset.sum_singleton,
      Pi.star_apply, Finset.mul_sum, Finset.sum_mul]
    exact Finset.sum_congr rfl fun j _ => by ring
  rw [Pi.add_apply, hi, dot_self, Pi.smul_apply, smul_eq_mul]
  push_cast
  ring

end

end PAWOverlap
```

```lean
#print axioms PAWOverlap.overlap_posDef
#print axioms PAWOverlap.condition_number_le
#print axioms PAWOverlap.overlap_fixes
#print axioms PAWOverlap.single_projector_sharp
```

```
'PAWOverlap.overlap_posDef' depends on axioms: [propext, Classical.choice, Quot.sound]
'PAWOverlap.condition_number_le' depends on axioms: [propext, Classical.choice, Quot.sound]
'PAWOverlap.overlap_fixes' depends on axioms: [propext, Classical.choice, Quot.sound]
'PAWOverlap.single_projector_sharp' depends on axioms: [propext, Classical.choice, Quot.sound]
```

## Bounds on the norm and the spectrum

Write $t = \mathrm{tr}(q P^\dagger P)$ and $\|x\|^2 = \sum_i |x_i|^2$. `augTrace_real_nonneg` says that $t$ is real and nonnegative, and `overlap_bounds` says that for every $x$ the expectation value $x^\dagger S x$ is real, with

$$\|x\|^2 \le x^\dagger S x \le (1+t)\,\|x\|^2 .$$

For $\|x\| = 1$ the value lies between $1$ and $1+t$. Ultrasoft and PAW orbitals are instead normalised by $x^\dagger S x = 1$, and the bounds then say that $1/(1+t) \le \|x\|^2 \le 1$. `overlap_posDef` adds that $S$ is positive definite, `eigenvalue_bounds` places its eigenvalues in $[1, 1+t]$, and `condition_number_le` bounds the ratio of any two of them by $1+t$. For a nonempty basis, the largest such ratio is the spectral condition number.

## Projectors, charges and the sign of $q$

A state is a coefficient vector `x : n → ℂ`, and `m` labels the projectors. `Pᴴ *ᵥ x` is the list of projections, `star x ⬝ᵥ overlap P q *ᵥ x` is $x^\dagger S x$, and `normSq` is the squared norm. `augTrace` is defined as a real part, which `augTrace_real_nonneg` shows to be the whole trace.

In PAW, $q_{ij}$ is the overlap of two all-electron partial waves minus that of their smooth partners inside the augmentation sphere. The hypothesis `q.PosSemidef` implies that augmentation never removes norm from a state. It is assumed here, not derived from partial waves, and a given dataset may violate it.

A model with $q$ merely Hermitian would admit such datasets, but the bounds would change. With two orthonormal projectors and $q = \mathrm{diag}(1, -\tfrac12)$, $S$ is still positive definite and $t = \tfrac12$, yet $S$ has eigenvalues $2$ and $\tfrac12$, whose ratio $4$ exceeds $1+t$.

## The trace bound from two-site vectors

Let $A = P q P^\dagger$. It is positive semidefinite, because $x^\dagger A x = (P^\dagger x)^\dagger q\,(P^\dagger x) \ge 0$. With basis vectors $e_i$, take $u_{ij} = \bar x_j e_i - \bar x_i e_j$. Then

$$0 \le u_{ij}^\dagger A u_{ij} = |x_j|^2 A_{ii} - x_j A_{ij} \bar x_i - x_i A_{ji} \bar x_j + |x_i|^2 A_{jj}.$$

Summed over all $i$ and $j$, the outer terms each give $\mathrm{tr}A\,\|x\|^2$ and the middle ones each give $-x^\dagger A x$. Hence $2(\mathrm{tr}A\,\|x\|^2 - x^\dagger A x) \ge 0$, so $x^\dagger A x \le \mathrm{tr}A\,\|x\|^2$.

This is `expectation_le_trace`. There `single` evaluates matrix elements between basis vectors, `hu` is the displayed inequality, and `T1` to `T4` are the four sums. The inequality is stated in $\mathbb{C}$, where $z \le w$ means ordered real parts and equal imaginary parts.

Cyclicity (`trace_cycle`) gives $\mathrm{tr}A = \mathrm{tr}(q P^\dagger P) = t$, and $t \ge 0$ because $A$ is positive semidefinite. Since $x^\dagger S x = \|x\|^2 + x^\dagger A x$ and $0 \le x^\dagger A x \le t\|x\|^2$, both bounds follow; `overlap_bounds` splits the complex inequalities into real and imaginary parts and finishes with `linarith`. Positive definiteness holds because $S$ is the identity plus $A$.

If $S v = a v$ with $v \ne 0$, then $\|v\|^2 \le a\|v\|^2 \le (1+t)\|v\|^2$, and dividing by $\|v\|^2 > 0$ gives $1 \le a \le 1+t$. For a second eigenvalue $b \ge 1$, $a \le 1+t \le (1+t)b$, so $a/b \le 1+t$. The `nlinarith` call receives the needed product $(1+t)(b-1) \ge 0$.

## Where the bounds are attained

If $P^\dagger x = 0$, then $S x = x + P q P^\dagger x = x$, which is `overlap_fixes`; such states attain the lower bound. For one projector $p$ with real charge $c$, `single_projector_sharp` computes $t = c\,p^\dagger p = c\|p\|^2$ and

$$S p = p + c\,p\,(p^\dagger p) = (1+t)\,p .$$

When $c \ge 0$ and $p \ne 0$, the unit vector $p/\|p\|$ therefore attains the upper bound. With many atoms the estimate can be loose, since $t$ adds up all eigenvalues of $A$ while the largest eigenvalue of $S$ involves only one.
